# Scalar products of V × L for a commuting vector operator V with L·V = 0

A classical particle bound by an attractive 1/r potential moves on an ellipse that keeps its orientation. The conserved Runge-Lenz vector points along the major axis, and its kinetic part is p × L, with p the momentum and L the orbital angular momentum. Classically p is perpendicular to L, so the square of p × L is p²L². In the hydrogen atom p and L are operators that do not commute, and each such product has to be worked out again with the order of the factors kept.

Only a few properties of p enter. Let L be an angular momentum, and let V be a vector operator for L whose components commute with each other and which satisfies L·V = 0. In units with ħ = 1, and with I for the imaginary unit because i labels components,

(V × L)·(V × L) = V²L²

V·(V × L) = 0

(V × L)·V = 2I V²

Unless V² = 0, the last two differ, and V × L is perpendicular to V in one order only. The combination used in quantum mechanics, which is Hermitian when V and L are, is M = ½(V × L − L × V), and its square is

M·M = V²(L² + 1)

For nonrelativistic, spinless hydrogen, the factor L² + 1 reappears in the square of the complete Runge-Lenz vector. Together with the commutation relations of that vector and its vanishing scalar product with L, this square gives the bound energies algebraically. The Coulomb term needed for that is absent here.

## Moving L to the right

Components are numbered 0, 1, 2, and indices are added modulo 3. Then

a·b = Σ_i a_i b_i

(a × b)_i = a_{i+1} b_{i+2} − a_{i+2} b_{i+1}

V is a vector operator for L when

[L_i, V_i] = 0, [L_i, V_{i+1}] = I V_{i+2}, [L_i, V_{i+2}] = −I V_{i+1}

and L is an angular momentum when the same relations hold with V = L.

Put W = V × L. The product rule for commutators gives

[L_i, W_i] = I V_{i+2}L_{i+2} − I V_{i+1}L_{i+1} + I V_{i+1}L_{i+1} − I V_{i+2}L_{i+2} = 0

[L_i, W_{i+1}] = −I V_{i+1}L_i + I V_i L_{i+1} = I W_{i+2}

[L_i, W_{i+2}] = I V_i L_{i+2} − I V_{i+2}L_i = −I W_{i+1}

so W is again a vector operator.

Now let U be any vector operator for L. From L_{i+2}U_i = U_i L_{i+2} + I U_{i+1} and L_{i+1}U_i = U_i L_{i+1} − I U_{i+2},

W·U = Σ_i (V_{i+1}U_i L_{i+2} − V_{i+2}U_i L_{i+1}) + I Σ_i (V_{i+1}U_{i+1} + V_{i+2}U_{i+2})

Relabelling the sums turns this into

(V × L)·U = 2I V·U − (V × U)·L

For U = V the commuting components give V × V = 0, which leaves the third identity. In V·(V × L) the factor in front of L_i is V_{i+1}V_{i+2} − V_{i+2}V_{i+1} = 0, which is the second.

For the first, expand the double product:

(V × W)_i = V_{i+1}(V_i L_{i+1} − V_{i+1}L_i) − V_{i+2}(V_{i+2}L_i − V_i L_{i+2})

Commuting V_i to the left, then adding and subtracting V_i²L_i, gives

(V × W)_i = V_i (V·L) − V² L_i

Since L_i commutes with V_i, V·L = L·V = 0, and V × W = −V²L. Setting U = W in the reordering formula yields

W·W = 2I V·W − (V × W)·L = 0 + V²L²

Finally, the commutators give (L × V)_i = −W_i + 2I V_i, hence M_i = W_i − I V_i and

M·M = W·W − I W·V − I V·W − V² = V²L² + 2V² − V² = V²(L² + 1)

## An electron with spin breaks the first identity

Take V = p, but replace L by the total angular momentum J = L + S of a spin-½ particle. J is an angular momentum, p is a vector operator for it, and the components of p commute. However, J·p = S·p, which is not zero. The expansion above now keeps its first term, and because S·p commutes with p,

(p × J)·(p × J) = p²J² − (S·p)² = p²(J² − ¼)

The first identity therefore does not follow from the other hypotheses alone. The second and third still hold, as their derivations never used L·V = 0.

## Operator triples in a complex algebra

The operators are elements of an arbitrary, generally noncommutative, complex algebra `A`. No inner product or adjoint is present, so Hermiticity plays no part.

In Lean 4 with Mathlib:

```lean
import Mathlib

open Complex (I)
open MvPolynomial (X pderiv)

namespace RungeLenzLemmas

noncomputable section

variable {A : Type*} [Ring A] [Algebra ℂ A]
```

A vector of operators is a function `Fin 3 → A`. The scalar product keeps the order of its factors, and V² and L² appear in the code as `dot V V` and `dot L L`.

```lean
/-- The scalar product of two operator triples, with the operator order kept. -/
def dot (a b : Fin 3 → A) : A := ∑ i, a i * b i

/-- The cross product of two operator triples, with the operator order kept;
indices are cyclic modulo 3. -/
def cross (a b : Fin 3 → A) : Fin 3 → A :=
  fun i => a (i + 1) * b (i + 2) - a (i + 2) * b (i + 1)
```

The three fields of the next structure are the three commutators above. They fix the sign convention and ħ = 1.

```lean
/-- `V` is a vector operator for `L`: `[L_i, V_j] = i ε_ijk V_k`, written with cyclic indices.
The triple `L` is an angular momentum when it is a vector operator for itself. -/
structure IsVectorOperator (L V : Fin 3 → A) : Prop where
  same : ∀ i, L i * V i = V i * L i
  next : ∀ i, L i * V (i + 1) - V (i + 1) * L i = I • V (i + 2)
  prev : ∀ i, L i * V (i + 2) - V (i + 2) * L i = -(I • V (i + 1))
```

The triple M is `symCross V L`.

```lean
/-- The symmetrised cross product `(V × L - L × V) / 2`. -/
def symCross (V L : Fin 3 → A) : Fin 3 → A :=
  fun i => (1 / 2 : ℂ) • (cross V L i - cross L V i)
```

The index arithmetic modulo 3 is settled by checking all cases.

```lean
/-- Addition rules for the cyclic indices of the three axes. -/
theorem shift (i : Fin 3) :
    i + 1 + 1 = i + 2 ∧ i + 1 + 2 = i ∧ i + 2 + 1 = i ∧ i + 2 + 2 = i + 1 := by
  revert i; decide
```

## The lemmas behind the products

The first lemma says that V × L is a vector operator. Its three goals are the three commutators of W. In each, `linear_combination` names the known commutators together with the operators that multiply them from the left or right. The remaining check expands products without reordering them.

```lean
/-- If `L` is an angular momentum and `V` a vector operator for it, then `V × L` is a
vector operator for `L`. -/
theorem cross_isVectorOperator {L V : Fin 3 → A} (hL : IsVectorOperator L L)
    (hV : IsVectorOperator L V) : IsVectorOperator L (cross V L) := by
  -- each commutator follows from the product rule [L, VL'] = [L, V]L' + V[L, L']
  refine ⟨fun i => ?_, fun i => ?_, fun i => ?_⟩ <;> simp only [cross, shift i]
  · linear_combination (norm := (simp only [sub_mul, mul_sub, smul_mul_assoc, mul_smul_comm,
      mul_neg, neg_mul, mul_assoc]; module)) hV.next i * L (i + 2) + V (i + 1) * hL.prev i
        - hV.prev i * L (i + 1) - V (i + 2) * hL.next i
  · linear_combination (norm := (simp only [sub_mul, mul_sub, smul_mul_assoc, mul_smul_comm,
      mul_neg, neg_mul, mul_assoc]; module)) hV.prev i * L i - V i * hL.prev i
        - hV.same i * L (i + 2)
  · linear_combination (norm := (simp only [sub_mul, mul_sub,
      smul_mul_assoc, mul_smul_comm, mul_assoc]; module)) hV.same i * L (i + 1) + V i * hL.next i
        - hV.next i * L i
```

The reordering formula comes next. It holds for any triple `V`; only `U` has to be a vector operator. The six named commutators move each L past a component of U, and the final combination adds them with the coefficients found in the derivation.

```lean
/-- Moving `L` to the right past a vector operator `U`:
`(V × L)·U = 2i V·U - (V × U)·L`, for any triple `V`. -/
theorem cross_dot (V : Fin 3 → A) {L U : Fin 3 → A} (hU : IsVectorOperator L U) :
    dot (cross V L) U = (2 * I) • dot V U - dot (cross V U) L := by
  have n0 : L 0 * U 1 - U 1 * L 0 = I • U 2 := hU.next 0
  have n1 : L 1 * U 2 - U 2 * L 1 = I • U 0 := hU.next 1
  have n2 : L 2 * U 0 - U 0 * L 2 = I • U 1 := hU.next 2
  have p0 : L 0 * U 2 - U 2 * L 0 = -(I • U 1) := hU.prev 0
  have p1 : L 1 * U 0 - U 0 * L 1 = -(I • U 2) := hU.prev 1
  have p2 : L 2 * U 1 - U 1 * L 2 = -(I • U 0) := hU.prev 2
  simp only [dot, Fin.sum_univ_three]
  change (V 1 * L 2 - V 2 * L 1) * U 0 + (V 2 * L 0 - V 0 * L 2) * U 1
      + (V 0 * L 1 - V 1 * L 0) * U 2
    = (2 * I) • (V 0 * U 0 + V 1 * U 1 + V 2 * U 2)
      - ((V 1 * U 2 - V 2 * U 1) * L 0 + (V 2 * U 0 - V 0 * U 2) * L 1
      + (V 0 * U 1 - V 1 * U 0) * L 2)
  linear_combination (norm := (simp only [sub_mul, mul_sub,
    mul_smul_comm, mul_neg, mul_assoc]; module))
    V 1 * n2 - V 2 * p1 + V 2 * n0 - V 0 * p2 + V 0 * n1 - V 1 * p0
```

The following two lemmas use only the commuting components of V. They involve no complex scalars and allow any triple `L`.

```lean
omit [Algebra ℂ A] in
/-- If the components of `V` commute with each other, then `V·(V × L) = 0` for any triple `L`. -/
theorem dot_cross_self {V : Fin 3 → A} (hc : ∀ i j, V i * V j = V j * V i) (L : Fin 3 → A) :
    dot V (cross V L) = 0 := by
  simp only [dot, Fin.sum_univ_three]
  change V 0 * (V 1 * L 2 - V 2 * L 1) + V 1 * (V 2 * L 0 - V 0 * L 2)
    + V 2 * (V 0 * L 1 - V 1 * L 0) = 0
  linear_combination (norm := noncomm_ring) hc 0 1 * L 2 + hc 1 2 * L 0 + hc 2 0 * L 1
```

In the expansion of V × (V × L), the auxiliary statement `cyc` starts the sum of a scalar product at the axis `i`, so that one calculation serves all three components.

```lean
omit [Algebra ℂ A] in
/-- If the components of `V` commute with each other, then
`V × (V × L) = V (V·L) - V² L` for any triple `L`. -/
theorem cross_cross {V : Fin 3 → A} (hc : ∀ i j, V i * V j = V j * V i) (L : Fin 3 → A)
    (i : Fin 3) : cross V (cross V L) i = V i * dot V L - dot V V * L i := by
  -- start the sum over axes at the axis i
  have cyc : ∀ a b : Fin 3 → A,
      dot a b = a i * b i + a (i + 1) * b (i + 1) + a (i + 2) * b (i + 2) := by
    intro a b
    rw [dot, Fin.sum_univ_three]
    fin_cases i
    · rfl
    · change _ = a 1 * b 1 + a 2 * b 2 + a 0 * b 0
      abel
    · change _ = a 2 * b 2 + a 0 * b 0 + a 1 * b 1
      abel
  rw [cyc, cyc]
  simp only [cross, shift i]
  linear_combination (norm := noncomm_ring)
    hc (i + 1) i * L (i + 1) + hc (i + 2) i * L (i + 2)
```

## The three identities and the square of M

The main theorem has four hypotheses: `hL` says that L is an angular momentum, `hV` that V is a vector operator for it, `hc` that the components of V commute, and `h0` that L·V = 0. For p and orbital angular momentum, the last expresses that a particle's orbital angular momentum has no component along its momentum.

The proof first turns L·V = 0 into V·L = 0. The first identity then applies `cross_dot` with U = V × L, and the third applies it with U = V.

```lean
/-- Let `L` be an angular momentum and `V` a vector operator for it with commuting components
and `L·V = 0`. Then `(V × L)·(V × L) = V² L²`, `V·(V × L) = 0` and `(V × L)·V = 2i V²`. -/
theorem runge_lenz_products {L V : Fin 3 → A} (hL : IsVectorOperator L L)
    (hV : IsVectorOperator L V) (hc : ∀ i j, V i * V j = V j * V i) (h0 : dot L V = 0) :
    dot (cross V L) (cross V L) = dot V V * dot L L ∧
      dot V (cross V L) = 0 ∧ dot (cross V L) V = (2 * I) • dot V V := by
  have hVL : dot V L = 0 :=
    (Finset.sum_congr rfl fun i _ => (hV.same i).symm).trans h0
  refine ⟨?_, dot_cross_self hc L, ?_⟩
  · -- V × (V × L) reduces to -V² L because V·L = 0
    have h : dot (cross V (cross V L)) L = -(dot V V * dot L L) := by
      change ∑ i, cross V (cross V L) i * L i = _
      simp only [cross_cross hc, hVL, mul_zero, zero_sub, neg_mul, mul_assoc,
        Finset.sum_neg_distrib, ← Finset.mul_sum]
      rfl
    rw [cross_dot V (cross_isVectorOperator hL hV), dot_cross_self hc, h, smul_zero,
      zero_sub, neg_neg]
  · have h : cross V V = 0 := funext fun i => sub_eq_zero.2 (hc _ _)
    have h' : dot (0 : Fin 3 → A) L = 0 := by simp [dot]
    rw [cross_dot V hV, h, h', sub_zero]
```

For the square of M, `hM` is the relation M = V × L − I V, and `key` expands the square of such a difference. Inserting the three identities leaves V²L² + V².

```lean
/-- Let `L` be an angular momentum and `V` a vector operator for it with commuting components and
`L·V = 0`. Then the symmetrised product `M = (V × L - L × V) / 2` satisfies `M·M = V² (L² + 1)`. -/
theorem symCross_sq {L V : Fin 3 → A} (hL : IsVectorOperator L L)
    (hV : IsVectorOperator L V) (hc : ∀ i j, V i * V j = V j * V i) (h0 : dot L V = 0) :
    dot (symCross V L) (symCross V L) = dot V V * (dot L L + 1) := by
  obtain ⟨h1, h2, h3⟩ := runge_lenz_products hL hV hc h0
  -- reordering L × V turns M into V × L - iV
  have hM : symCross V L = fun i => cross V L i - I • V i := by
    funext i
    have n := hV.next (i + 1)
    have p := hV.prev (i + 2)
    simp only [shift i] at n p
    simp only [symCross, cross]
    linear_combination (norm := module) (-1 / 2 : ℂ) • n + (1 / 2 : ℂ) • p
  have key : ∀ W : Fin 3 → A, dot (fun i => W i - I • V i) (fun i => W i - I • V i)
      = dot W W - I • dot W V - I • dot V W - dot V V := by
    intro W
    simp only [dot, Fin.sum_univ_three, sub_mul, mul_sub, smul_mul_assoc, mul_smul_comm,
      smul_sub, smul_smul, Complex.I_mul_I]
    module
  have hI : I * (2 * I) = -2 := by linear_combination 2 * Complex.I_mul_I
  rw [hM, key, h1, h2, h3, smul_smul, hI, smul_zero, mul_add, mul_one]
  module
```

To apply these theorems to p and L as operators on wave functions, one can choose a space that both map into itself, such as the smooth, rapidly decreasing functions. The hydrogen ground state is not in that space, because it has a cusp at the nucleus. The passage from there to self-adjoint operators on the full Hilbert space is a separate matter of analysis.

## Orbital angular momentum acting on polynomials

A concrete example shows that the hypotheses are consistent. The operators act on complex polynomials in three coordinates, with L = −I x × ∇ and V = x, the position rather than the momentum. The polynomials serve as an algebraic setting and are not normalisable wave functions.

```lean
/-- Orbital angular momentum `-i x × ∇` as a derivation of the polynomials in three coordinates. -/
def orbital (i : Fin 3) :
    Derivation ℂ (MvPolynomial (Fin 3) ℂ) (MvPolynomial (Fin 3) ℂ) :=
  (-I) • ((X (i + 1) : MvPolynomial (Fin 3) ℂ) • pderiv (i + 2)
    - (X (i + 2) : MvPolynomial (Fin 3) ℂ) • pderiv (i + 1))

/-- Orbital angular momentum as a linear operator on polynomials. -/
def orbitalOp (i : Fin 3) : Module.End ℂ (MvPolynomial (Fin 3) ℂ) := (orbital i).toLinearMap

/-- The position operator: multiplication of a polynomial by a coordinate. -/
def position (i : Fin 3) : Module.End ℂ (MvPolynomial (Fin 3) ℂ) := LinearMap.mulLeft ℂ (X i)
```

Each L_i is a derivation, meaning that it obeys the Leibniz rule, so its action on the coordinates determines it.

```lean
/-- The action of orbital angular momentum on the coordinates. -/
theorem orbital_X (i j : Fin 3) : orbital i (X j) =
    if j = i + 1 then I • X (i + 2) else if j = i + 2 then -(I • X (i + 1)) else 0 := by
  fin_cases i <;> fin_cases j <;> simp [orbital, MvPolynomial.pderiv_X]
```

The commutator of two derivations is again a derivation. The angular momentum relations therefore need checking only on the coordinates, which is what `MvPolynomial.derivation_ext` permits. The second theorem below collects all the hypotheses for this example. Its proof lets both sides of each relation act on a polynomial `p` (here not the momentum) and applies the Leibniz rule. For L·x = 0, the terms L_i(x_i) vanish, and the rest is x·(x × ∇) = 0.

```lean
/-- The orbital operators on polynomials form an angular momentum triple. -/
theorem orbital_angularMomentum : IsVectorOperator orbitalOp orbitalOp := by
  refine ⟨fun i => rfl, fun i => ?_, fun i => ?_⟩
  · -- derivations agree once they agree on the coordinates
    have h : ⁅orbital i, orbital (i + 1)⁆ = I • orbital (i + 2) := by
      refine MvPolynomial.derivation_ext fun j => ?_
      fin_cases i <;> fin_cases j <;> simp [Derivation.commutator_apply, orbital_X]
    exact LinearMap.ext fun p => DFunLike.congr_fun h p
  · have h : ⁅orbital i, orbital (i + 2)⁆ = -(I • orbital (i + 1)) := by
      refine MvPolynomial.derivation_ext fun j => ?_
      fin_cases i <;> fin_cases j <;> simp [Derivation.commutator_apply, orbital_X]
    exact LinearMap.ext fun p => DFunLike.congr_fun h p
/-- Orbital angular momentum and position on polynomials meet all the hypotheses
of `runge_lenz_products`. -/
theorem runge_lenz_products_witness :
    IsVectorOperator orbitalOp orbitalOp ∧ IsVectorOperator orbitalOp position ∧
      (∀ i j, position i * position j = position j * position i) ∧
      dot orbitalOp position = 0 := by
  have hs : ∀ i : Fin 3, i ≠ i + 1 ∧ i ≠ i + 2 ∧ i + 2 ≠ i + 1 := by decide
  have x0 : ∀ i, orbital i (X i) = 0 := fun i => by
    rw [orbital_X, if_neg (hs i).1, if_neg (hs i).2.1]
  have x1 : ∀ i, orbital i (X (i + 1)) = I • X (i + 2) := fun i => by
    rw [orbital_X, if_pos rfl]
  have x2 : ∀ i, orbital i (X (i + 2)) = -(I • X (i + 1)) := fun i => by
    rw [orbital_X, if_neg (hs i).2.2, if_pos rfl]
  have hL : ∀ i p, orbitalOp i p = orbital i p := fun _ _ => rfl
  have hX : ∀ i p, position i p = X i * p := fun i p => by simp [position]
  have he : ∀ (i : Fin 3) (p : MvPolynomial (Fin 3) ℂ), orbital i p =
      (-I) • ((X (i + 1) : MvPolynomial (Fin 3) ℂ) * pderiv (i + 2) p
        - (X (i + 2) : MvPolynomial (Fin 3) ℂ) * pderiv (i + 1) p) :=
    fun i p => by simp [orbital]
  refine ⟨orbital_angularMomentum, ⟨fun i => ?_, fun i => ?_, fun i => ?_⟩, fun i j => ?_, ?_⟩
  -- let both sides act on a polynomial and use the Leibniz rule
  all_goals
    refine LinearMap.ext fun p => ?_
    simp only [dot, Fin.sum_univ_three, Module.End.mul_apply, LinearMap.add_apply,
      LinearMap.sub_apply, LinearMap.neg_apply, LinearMap.smul_apply, LinearMap.zero_apply,
      hL, hX, Derivation.leibniz, x0, x1, x2, smul_eq_mul, MvPolynomial.smul_eq_C_mul]
  · ring
  · ring
  · ring
  · ring
  · -- x·(x × ∇) vanishes
    simp only [he, Fin.isValue, Fin.reduceAdd, zero_add, MvPolynomial.smul_eq_C_mul]
    ring

end

end RungeLenzLemmas
```

```lean
#print axioms RungeLenzLemmas.cross_isVectorOperator
-- 'RungeLenzLemmas.cross_isVectorOperator' depends on axioms: [propext, Classical.choice, Quot.sound]
#print axioms RungeLenzLemmas.symCross_sq
-- 'RungeLenzLemmas.symCross_sq' depends on axioms: [propext, Classical.choice, Quot.sound]
```
